# For a symmetric Hamiltonian, the local energy is the same for all overlapping walkers exactly when the trial state is an eigenstate

## Local energy and residual

Let $V$ be a complex inner-product space, with $\langle\cdot,\cdot\rangle$ conjugate-linear in the first argument. The Hamiltonian $H$ is a linear map on $V$ with $\langle Hx,y\rangle=\langle x,Hy\rangle$. For a trial state $\Psi$ and a walker $\Phi$, neither necessarily normalised, define

$$E_L(\Phi)=\frac{\langle\Psi,H\Phi\rangle}{\langle\Psi,\Phi\rangle},\qquad r_E=H\Psi-E\Psi .$$

A walker is admissible if $\langle\Psi,\Phi\rangle\neq0$. In auxiliary-field Monte Carlo in a finite basis, $E_L$ is averaged over walkers, and an exact eigenstate as trial removes its fluctuations.

## Fixed energy, all walkers

For real $E$, the claim is that $E_L(\Phi)=E$ for every admissible $\Phi$ if and only if $H\Psi=E\Psi$. By symmetry of $H$ and reality of $E$,

$$\langle r_E,\Phi\rangle=\langle H\Psi,\Phi\rangle-E\langle\Psi,\Phi\rangle=\langle\Psi,H\Phi\rangle-E\langle\Psi,\Phi\rangle,$$

and division by the overlap gives

$$E_L(\Phi)-E=\frac{\langle r_E,\Phi\rangle}{\langle\Psi,\Phi\rangle}.$$

If $r_E=0$, the deviation vanishes. Conversely, suppose it vanishes for all admissible walkers and $\Psi\neq0$. Then $r_E$ is orthogonal to each of them, including $\Psi$. If $\langle\Psi,r_E\rangle\neq0$, take $\Phi=r_E$. Otherwise $\Psi+r_E$ is admissible, and $0=\langle r_E,\Psi+r_E\rangle=\|r_E\|^2$. Either way $r_E=0$. For $\Psi=0$ there are no admissible walkers and both sides hold trivially.

## Finite ensembles

Let finitely many admissible walkers $\Phi_i$ span $V$, with weights $w_i>0$. If $\sum_i w_i|E_L(\Phi_i)-E|^2=0$, every term vanishes, so $r_E$ is orthogonal to each $\Phi_i$, hence to their span, hence to itself. The converse follows from the previous result. Slater determinants may serve as the $\Phi_i$ if they meet these conditions.

## No energy prescribed

Let $\Psi\neq0$, $c=E_L(\Psi)$ and $r=H\Psi-c\Psi$. Then $\langle\Psi,r\rangle=\langle\Psi,H\Psi\rangle-c\|\Psi\|^2=0$, and

$$\langle\Psi,Hr\rangle=\langle H\Psi,r\rangle=\langle r+c\Psi,r\rangle=\|r\|^2 .$$

For complex $t$ the overlap $\langle\Psi,\Psi+tr\rangle$ therefore stays at $\|\Psi\|^2$, and

$$E_L(\Psi+tr)=c+t\,\frac{\|r\|^2}{\|\Psi\|^2}.$$

Symmetry makes $c$ real. If $H\Psi=E\Psi$ for no real $E$, then $\Psi\neq0$ and $r\neq0$, and $t=(z-c)\|\Psi\|^2/\|r\|^2$ produces any complex value $z$. A local energy common to all admissible walkers thus forces $H\Psi=E\Psi$ for some real $E$; the converse is already shown.

## A two-level instance

Take $H=\begin{pmatrix}0&1\\1&0\end{pmatrix}$ and $\Psi=(2,1)$. Then $\|\Psi\|^2=5$, $c=4/5$, $r=(-3/5,\,6/5)$ and $\|r\|^2=9/5$, so the slope is $9/25$. At $t=1$ the walker is $(7/5,11/5)$ and $E_L=29/25$, above the largest eigenvalue, $1$. With $\Psi=(1,1)$ instead, $E_L(a,b)=(a+b)/(a+b)=1$ for every admissible walker.

## Without symmetry

Let $H=\begin{pmatrix}0&1\\0&0\end{pmatrix}$ and $\Psi=(1,0)$. Then $H\Psi=0$, yet $E_L(a,b)=b/a$ varies with the walker.

## Reading the Lean statements

`V` is the state space, of any dimension, and `H : V →ₗ[ℂ] V` is defined on all of it; an unbounded operator whose domain it does not preserve is not covered. `H.IsSymmetric` is the symmetry condition, and `(E : ℂ)` is a real energy read as a complex number.

`localEnergy_eq_iff_eigenstate` is the fixed-energy equivalence, and `localEnergy_constant_iff` the version without a prescribed energy. Their walkers range over all vectors of `V`, not only over determinants. In `ensemble_deviation_eq_zero_iff`, `hspan` says that the walkers span `V`, which makes `V` finite-dimensional. The weights need not sum to one. Sampling and propagation are not modelled.

```lean
import Mathlib

open scoped InnerProductSpace

namespace ZeroVarianceLocalEnergy

noncomputable section

variable {V : Type*} [NormedAddCommGroup V] [InnerProductSpace ℂ V]

/-- The local energy of a walker `Φ` with respect to the trial state `Ψ`. -/
def localEnergy (H : V →ₗ[ℂ] V) (Ψ Φ : V) : ℂ :=
  ⟪Ψ, H Φ⟫_ℂ / ⟪Ψ, Φ⟫_ℂ

/-- The residual `(H - E) Ψ` of the trial state at energy `E`. -/
def residual (H : V →ₗ[ℂ] V) (Ψ : V) (E : ℂ) : V :=
  H Ψ - E • Ψ

/-- For symmetric `H`, real `E` and a walker with nonzero overlap, the deviation of the local energy
from `E` is the overlap of the residual at energy `E` with the walker, divided by the overlap of the
trial state with the walker. -/
theorem localEnergy_sub_eq {H : V →ₗ[ℂ] V} (hH : H.IsSymmetric) (Ψ Φ : V) (E : ℝ)
    (hov : ⟪Ψ, Φ⟫_ℂ ≠ 0) :
    localEnergy H Ψ Φ - (E : ℂ) = ⟪residual H Ψ (E : ℂ), Φ⟫_ℂ / ⟪Ψ, Φ⟫_ℂ := by
  -- symmetry moves `H` from the walker to the trial state
  have h : ⟪residual H Ψ (E : ℂ), Φ⟫_ℂ = ⟪Ψ, H Φ⟫_ℂ - (E : ℂ) * ⟪Ψ, Φ⟫_ℂ := by
    rw [residual, inner_sub_left, inner_smul_left, hH Ψ Φ, Complex.conj_ofReal]
  rw [h, sub_div, mul_div_cancel_right₀ _ hov, localEnergy]

/-- For symmetric `H` and real `E`, the local energy equals `E` for every walker with nonzero
overlap if and only if the trial state satisfies `H Ψ = E Ψ`. -/
theorem localEnergy_eq_iff_eigenstate {H : V →ₗ[ℂ] V} (hH : H.IsSymmetric) (Ψ : V) (E : ℝ) :
    (∀ Φ : V, ⟪Ψ, Φ⟫_ℂ ≠ 0 → localEnergy H Ψ Φ = (E : ℂ)) ↔ H Ψ = (E : ℂ) • Ψ := by
  constructor
  · intro h
    by_cases hΨ : Ψ = 0
    · simp [hΨ]
    have hn : ⟪Ψ, Ψ⟫_ℂ ≠ 0 := inner_self_ne_zero.mpr hΨ
    -- the residual is orthogonal to every walker with nonzero overlap
    have key : ∀ Φ : V, ⟪Ψ, Φ⟫_ℂ ≠ 0 → ⟪residual H Ψ (E : ℂ), Φ⟫_ℂ = 0 := by
      intro Φ hov
      have h1 := localEnergy_sub_eq hH Ψ Φ E hov
      rw [h Φ hov, sub_self] at h1
      exact (div_eq_zero_iff.mp h1.symm).resolve_right hov
    -- test with the residual itself, shifted by the trial state if their overlap vanishes
    have hr : ⟪residual H Ψ (E : ℂ), residual H Ψ (E : ℂ)⟫_ℂ = 0 := by
      by_cases h0 : ⟪Ψ, residual H Ψ (E : ℂ)⟫_ℂ = 0
      · have h2 := key (Ψ + residual H Ψ (E : ℂ)) (by
          rw [inner_add_right, h0, add_zero]
          exact hn)
        rw [inner_add_right, key Ψ hn, zero_add] at h2
        exact h2
      · exact key _ h0
    have hz : residual H Ψ (E : ℂ) = 0 := inner_self_eq_zero.mp hr
    rw [residual] at hz
    exact sub_eq_zero.mp hz
  · intro h Φ hov
    have h1 := localEnergy_sub_eq hH Ψ Φ E hov
    rw [residual, h, sub_self, inner_zero_left, zero_div] at h1
    exact sub_eq_zero.mp h1

/-- For symmetric `H`, real `E` and a finite ensemble of walkers that spans the state space, with
positive weights and nonzero overlaps, the weighted mean-square deviation of the local energy from
`E` vanishes if and only if `H Ψ = E Ψ`. -/
theorem ensemble_deviation_eq_zero_iff {ι : Type*} [Fintype ι] {H : V →ₗ[ℂ] V}
    (hH : H.IsSymmetric) (Ψ : V) (E : ℝ) (w : ι → ℝ) (hw : ∀ i, 0 < w i) (Φ : ι → V)
    (hov : ∀ i, ⟪Ψ, Φ i⟫_ℂ ≠ 0) (hspan : Submodule.span ℂ (Set.range Φ) = ⊤) :
    ∑ i, w i * ‖localEnergy H Ψ (Φ i) - (E : ℂ)‖ ^ 2 = 0 ↔ H Ψ = (E : ℂ) • Ψ := by
  constructor
  · intro h
    have hterm := (Finset.sum_eq_zero_iff_of_nonneg
      (fun i _ => mul_nonneg (hw i).le (sq_nonneg _))).mp h
    -- each walker is orthogonal to the residual
    have horth : ∀ i, ⟪residual H Ψ (E : ℂ), Φ i⟫_ℂ = 0 := by
      intro i
      have h1 := (mul_eq_zero.mp (hterm i (Finset.mem_univ i))).resolve_left (hw i).ne'
      have h2 : localEnergy H Ψ (Φ i) - (E : ℂ) = 0 :=
        norm_eq_zero.mp (pow_eq_zero_iff (two_ne_zero)|>.mp h1)
      rw [localEnergy_sub_eq hH Ψ (Φ i) E (hov i)] at h2
      exact (div_eq_zero_iff.mp h2).resolve_right (hov i)
    -- hence so is every state in their span, including the residual itself
    have hall : ∀ x ∈ Submodule.span ℂ (Set.range Φ), ⟪residual H Ψ (E : ℂ), x⟫_ℂ = 0 := by
      intro x hx
      induction hx using Submodule.span_induction with
      | mem x h =>
        obtain ⟨i, rfl⟩ := h
        exact horth i
      | zero => exact inner_zero_right _
      | add x y _ _ hx hy => rw [inner_add_right, hx, hy, add_zero]
      | smul a x _ hx => rw [inner_smul_right, hx, mul_zero]
    have hz : residual H Ψ (E : ℂ) = 0 :=
      inner_self_eq_zero.mp (hall _ (by rw [hspan]; exact Submodule.mem_top))
    rw [residual] at hz
    exact sub_eq_zero.mp hz
  · intro h
    apply Finset.sum_eq_zero
    intro i _
    rw [(localEnergy_eq_iff_eigenstate hH Ψ E).mpr h (Φ i) (hov i)]
    simp

/-- For symmetric `H`, displacing the walker from a nonzero trial state along the residual taken at
the trial state's own local energy keeps the overlap nonzero and changes the local energy linearly
in the displacement. -/
theorem localEnergy_along_residual {H : V →ₗ[ℂ] V} (hH : H.IsSymmetric) {Ψ : V} (hΨ : Ψ ≠ 0)
    (t : ℂ) :
    ⟪Ψ, Ψ + t • residual H Ψ (localEnergy H Ψ Ψ)⟫_ℂ ≠ 0 ∧
    localEnergy H Ψ (Ψ + t • residual H Ψ (localEnergy H Ψ Ψ)) =
      localEnergy H Ψ Ψ + t * (⟪residual H Ψ (localEnergy H Ψ Ψ),
        residual H Ψ (localEnergy H Ψ Ψ)⟫_ℂ / ⟪Ψ, Ψ⟫_ℂ) := by
  have hn : ⟪Ψ, Ψ⟫_ℂ ≠ 0 := inner_self_ne_zero.mpr hΨ
  have hc : ⟪Ψ, H Ψ⟫_ℂ = localEnergy H Ψ Ψ * ⟪Ψ, Ψ⟫_ℂ := (div_mul_cancel₀ _ hn).symm
  generalize localEnergy H Ψ Ψ = c at hc ⊢
  -- the residual is orthogonal to the trial state
  have h1 : ⟪Ψ, residual H Ψ c⟫_ℂ = 0 := by
    rw [residual, inner_sub_right, inner_smul_right, hc, sub_self]
  have hdec : H Ψ = residual H Ψ c + c • Ψ := by simp [residual]
  have h3 : ⟪Ψ, H (residual H Ψ c)⟫_ℂ = ⟪residual H Ψ c, residual H Ψ c⟫_ℂ := by
    rw [← hH Ψ (residual H Ψ c), hdec, inner_add_left, inner_smul_left, h1, mul_zero, add_zero]
  have hov : ⟪Ψ, Ψ + t • residual H Ψ c⟫_ℂ = ⟪Ψ, Ψ⟫_ℂ := by
    rw [inner_add_right, inner_smul_right, h1, mul_zero, add_zero]
  have hN : ⟪Ψ, H (Ψ + t • residual H Ψ c)⟫_ℂ =
      c * ⟪Ψ, Ψ⟫_ℂ + t * ⟪residual H Ψ c, residual H Ψ c⟫_ℂ := by
    rw [map_add, map_smul, inner_add_right, inner_smul_right, h3, hc]
  refine ⟨by rw [hov]; exact hn, ?_⟩
  rw [localEnergy, hN, hov, add_div, mul_div_cancel_right₀ _ hn, mul_div_assoc]

/-- If `H` is symmetric and the trial state satisfies `H Ψ = E Ψ` for no real `E`, then every
complex number is the local energy of some walker with nonzero overlap. -/
theorem localEnergy_surjective {H : V →ₗ[ℂ] V} (hH : H.IsSymmetric) {Ψ : V}
    (hne : ∀ E : ℝ, H Ψ ≠ (E : ℂ) • Ψ) (z : ℂ) :
    ∃ Φ : V, ⟪Ψ, Φ⟫_ℂ ≠ 0 ∧ localEnergy H Ψ Φ = z := by
  have hΨ : Ψ ≠ 0 := by
    intro h
    exact hne 0 (by simp [h])
  -- the energy of the trial state itself is real
  have hreal : ((localEnergy H Ψ Ψ).re : ℂ) = localEnergy H Ψ Ψ := by
    apply Complex.conj_eq_iff_re.mp
    rw [localEnergy, map_div₀, inner_conj_symm, inner_conj_symm, hH Ψ Ψ]
  have hr : residual H Ψ (localEnergy H Ψ Ψ) ≠ 0 := by
    intro h0
    apply hne (localEnergy H Ψ Ψ).re
    rw [hreal]
    rw [residual] at h0
    exact sub_eq_zero.mp h0
  have hn : ⟪Ψ, Ψ⟫_ℂ ≠ 0 := inner_self_ne_zero.mpr hΨ
  have hm : ⟪residual H Ψ (localEnergy H Ψ Ψ), residual H Ψ (localEnergy H Ψ Ψ)⟫_ℂ ≠ 0 :=
    inner_self_ne_zero.mpr hr
  -- choose the displacement that produces the prescribed value
  obtain ⟨hov, hE⟩ := localEnergy_along_residual hH hΨ
    ((z - localEnergy H Ψ Ψ) * ⟪Ψ, Ψ⟫_ℂ /
      ⟪residual H Ψ (localEnergy H Ψ Ψ), residual H Ψ (localEnergy H Ψ Ψ)⟫_ℂ)
  refine ⟨_, hov, hE.trans ?_⟩
  rw [div_mul_div_cancel₀ hm, mul_div_cancel_right₀ _ hn]
  ring

/-- For symmetric `H`, the local energy is the same for all walkers with nonzero overlap if and only
if the trial state satisfies `H Ψ = E Ψ` for some real `E`. -/
theorem localEnergy_constant_iff {H : V →ₗ[ℂ] V} (hH : H.IsSymmetric) (Ψ : V) :
    (∀ Φ Φ' : V, ⟪Ψ, Φ⟫_ℂ ≠ 0 → ⟪Ψ, Φ'⟫_ℂ ≠ 0 → localEnergy H Ψ Φ = localEnergy H Ψ Φ') ↔
      ∃ E : ℝ, H Ψ = (E : ℂ) • Ψ := by
  constructor
  · intro h
    by_contra hno
    have hne : ∀ E : ℝ, H Ψ ≠ (E : ℂ) • Ψ := fun E hE => hno ⟨E, hE⟩
    -- otherwise both values 0 and 1 would occur
    obtain ⟨Φ, hΦ, h0⟩ := localEnergy_surjective hH hne 0
    obtain ⟨Φ', hΦ', h1⟩ := localEnergy_surjective hH hne 1
    have h2 := h Φ Φ' hΦ hΦ'
    rw [h0, h1] at h2
    exact zero_ne_one h2
  · rintro ⟨E, hE⟩ Φ Φ' hΦ hΦ'
    have hall := (localEnergy_eq_iff_eigenstate hH Ψ E).mpr hE
    rw [hall Φ hΦ, hall Φ' hΦ']

end

end ZeroVarianceLocalEnergy
```

```lean
#print axioms ZeroVarianceLocalEnergy.ensemble_deviation_eq_zero_iff
#print axioms ZeroVarianceLocalEnergy.localEnergy_constant_iff
```

```
'ZeroVarianceLocalEnergy.ensemble_deviation_eq_zero_iff' depends on axioms: [propext, Classical.choice, Quot.sound]
'ZeroVarianceLocalEnergy.localEnergy_constant_iff' depends on axioms: [propext, Classical.choice, Quot.sound]
```

## How the proof follows the derivation

`localEnergy_sub_eq` is the deviation formula; rewriting with `hH Ψ Φ` moves $H$ between the two arguments. In the main equivalence, `key` is orthogonality to admissible walkers, and the case split on `h0` chooses between the test vectors $r_E$ and $\Psi+r_E$.

The ensemble theorem splits a vanishing sum of nonnegative terms, then extends orthogonality to the span by `Submodule.span_induction`.

In `localEnergy_along_residual`, `generalize` replaces the trial energy by `c`, keeping only $\langle\Psi,H\Psi\rangle=c\langle\Psi,\Psi\rangle$. `h1` and `h3` are the two inner products computed above. `localEnergy_surjective` proves that $c$ is real (`hreal`) and inserts the explicit $t$. `localEnergy_constant_iff` then argues by contradiction: without an eigenvalue equation, both 0 and 1 would be local energies.
